# Some choice of signs keeps the total linear response within the number of real observables times a bound on the single-mode responses

Q: I displace the atoms of a supercell once, moving every vibrational mode v by its thermal amplitude σ_v with a sign s_v = ±1, and I compute a few electronic quantities in that one configuration. In the thermal average over harmonic modes the terms linear in the displacements vanish, because each mode moves either way equally. In my single configuration they needn't. Their sum is

∑ s_v b_v, with b_v = σ_v g_v,

where g_v is the vector of linear couplings of my observables to mode v. With thousands of modes, why should any choice of signs keep this small?

A: Because the number of observables limits how much has to be left over. Let the b_v lie in a real normed space of dimension d, with ‖b_v‖ ≤ R. Then some choice of signs gives

‖∑ s_v b_v‖ ≤ d R,

and the number of modes doesn't enter.

Q: Show me by hand.

A: Allow fractional weights x_v in [−1, 1] and start from x_v = 0, where the weighted sum is zero. Let F be the set of modes with |x_v| < 1. If F has more than d members, their vectors are linearly dependent, so there are numbers G_v, zero outside F and not all zero, with

∑ G_v b_v = 0.

Replacing x_v by x_v + t G_v leaves the weighted sum unchanged for every t. As t grows from zero, a weight with G_v ≠ 0 moves towards the sign of G_v and reaches it at

t_v = (|G_v| − G_v x_v) / G_v².

Stop at the smallest t_v. No weight has left [−1, 1], at least one more has reached ±1, and those already at ±1 haven't moved. Repeat until at most d weights are fractional, and call the final weights y_v. Now round: s_v = 1 if y_v ≥ 0, and s_v = −1 otherwise. Then |s_v − y_v| = 1 − |y_v| ≤ 1, which is zero for the weights already at ±1. Since ∑ y_v b_v = 0, the triangle inequality gives

‖∑ s_v b_v‖ = ‖∑ (s_v − y_v) b_v‖ ≤ d R.

Q: Try it with numbers.

A: Take two observables with the Euclidean norm, and three modes:

b_1 = (1, 0), b_2 = (0, 1), b_3 = (0.6, 0.8).

Here d = 2 and R = 1. A relation is 0.6 b_1 + 0.8 b_2 − b_3 = 0. Starting from zero weights, t_v = 1/|G_v| takes the values 1.67, 1.25 and 1, so we stop at t = 1 with weights (0.6, 0.8, −1). Two are fractional, and rounding gives the signs (1, 1, −1). The error is (0.4, 0.2), of norm about 0.45. With all signs positive it would be (1.6, 1.8), of norm about 2.41, which exceeds the bound 2.

Q: Now the formal version. Where are my modes and observables?

A: The modes are the elements of a finite type `ι`, and the observables together form the real normed space `E`.

```lean
import Mathlib

open Module

namespace SpecialDisplacementSigns

noncomputable section

variable {ι E : Type*} [Fintype ι] [NormedAddCommGroup E] [NormedSpace ℝ E]
```

A displacement pattern is a real function on the modes whose values are all 1 or −1.

```lean
/-- A choice of displacement direction, plus or minus, for every mode. -/
def IsSignChoice (s : ι → ℝ) : Prop := ∀ v, s v = 1 ∨ s v = -1
```

The set F of the derivation is `partialModes x`.

```lean
/-- The modes whose weight lies strictly between minus one and one. -/
def partialModes (x : ι → ℝ) : Finset ι := Finset.univ.filter (fun v => |x v| < 1)
```

The general theorem, `exists_signs_near`, takes vectors `b v` with norm at most `R` and any target weights `x` between −1 and 1. It states that a sign choice `s` exists for which ∑ s_v b_v differs from ∑ x_v b_v by at most `finrank ℝ E * R` in norm. Here `finrank ℝ E` is d, and the assumption `FiniteDimensional ℝ E` makes it the true dimension. Zero target weights give the case you asked about. The condition `0 ≤ R` follows from the norm bound as soon as there is one mode.

Q: I see no phonons in that, no temperature and no Hamiltonian.

A: They enter only through `b v`. You supply the amplitudes and couplings, and the theorem treats their products as given vectors. The thermal average is absent too: that its linear part vanishes is the physical reason for aiming at zero, not something the theorem derives. Quadratic terms are also left out. Those diagonal in the modes don't depend on the signs, since s_v² = 1, but cross terms s_v s_w between different modes do, and nothing here controls them.

The dimension is real, so a complex observable counts twice, and a spectrum sampled at 500 energies counts as 500 observables. For calculations with one displaced supercell, the result therefore says that a suitable sign pattern exists for finitely many observables in the linear-response model, with an error of at most d R. That guarantee is useful only if d R is small, though the actual error may be much smaller than the bound.

Q: Then take me through the proof. Where does the linear relation come from?

A: From counting. A linearly independent family has at most d members, so a set `F` with more than d modes is dependent. The lemma takes the coefficients of a relation on `F` and extends them by zero to all modes.

```lean
/-- Among more modes than the dimension of the observable space, the couplings satisfy a
nontrivial linear relation. -/
theorem exists_relation [FiniteDimensional ℝ E] (b : ι → E) (F : Finset ι)
    (hF : finrank ℝ E < F.card) :
    ∃ G : ι → ℝ, (∀ v, v ∉ F → G v = 0) ∧ ∑ v, G v • b v = 0 ∧ ∃ v, G v ≠ 0 := by
  classical
  have hdep : ¬ LinearIndependent ℝ (fun v : F => b v) := by
    intro hli
    have h := hli.fintype_card_le_finrank
    rw [Fintype.card_coe] at h
    omega
  obtain ⟨g, hg, i, hi⟩ := Fintype.not_linearIndependent_iff.1 hdep
  let G : ι → ℝ := fun v => if h : v ∈ F then g ⟨v, h⟩ else 0
  refine ⟨G, fun v hv => by simp [G, hv], ?_, i, by simpa [G] using hi⟩
  calc ∑ v, G v • b v = ∑ v ∈ F, G v • b v :=
        (Finset.sum_subset (Finset.subset_univ F) (fun v _ hv => by simp [G, hv])).symm
    _ = ∑ v : F, G v • b v := (Finset.sum_coe_sort F (fun v => G v • b v)).symm
    _ = 0 := by
        refine Eq.trans (Finset.sum_congr rfl ?_) hg
        intro v _
        simp [G]
```

The next lemma is the move along that relation. `Finset.exists_min_image` selects the mode `w` with the smallest t_v, and `t` is that value. `ht0` shows t ≥ 0, from G_w x_w ≤ |G_w|. `hyw` shows that the weight of `w` reaches ±1: by the formula for t,

G_w (x_w + t G_w) = |G_w|,

and taking absolute values gives |x_w + t G_w| = 1.

Three claims remain. The weights stay in [−1, 1]: for G_v > 0 the weight can only rise, and the minimality of t keeps it at or below 1; for G_v < 0 the argument is mirrored. The weighted sum is unchanged because the relation sums to zero. The new fractional set is strictly smaller because it lies inside the old one and lacks `w`.

```lean
/-- If more modes than the dimension carry fractional weights, the weights can be changed at
fixed total response so that fewer modes are fractional. -/
theorem freeze_mode [FiniteDimensional ℝ E] (b : ι → E) (x : ι → ℝ) (hx : ∀ v, |x v| ≤ 1)
    (hd : finrank ℝ E < (partialModes x).card) :
    ∃ y : ι → ℝ, (∀ v, |y v| ≤ 1) ∧ ∑ v, y v • b v = ∑ v, x v • b v ∧
      (partialModes y).card < (partialModes x).card := by
  classical
  obtain ⟨G, hG0, hGs, i, hi⟩ := exists_relation b _ hd
  -- the step length at which the first weight reaches plus or minus one
  obtain ⟨w, hw, hmin⟩ := Finset.exists_min_image (Finset.univ.filter (fun v => G v ≠ 0))
    (fun v => (|G v| - G v * x v) / (G v) ^ 2) ⟨i, by simp [hi]⟩
  have hw0 : G w ≠ 0 := (Finset.mem_filter.1 hw).2
  obtain ⟨t, ht⟩ : ∃ t, t = (|G w| - G w * x w) / (G w) ^ 2 := ⟨_, rfl⟩
  have ht0 : 0 ≤ t := by
    rw [ht]
    apply div_nonneg _ (sq_nonneg _)
    have h1 : G w * x w ≤ |G w| * |x w| := by
      rw [← abs_mul]
      exact le_abs_self _
    have h2 := mul_le_mul_of_nonneg_left (hx w) (abs_nonneg (G w))
    linarith
  have htw : t * (G w) ^ 2 = |G w| - G w * x w := by
    rw [ht]
    exact div_mul_cancel₀ _ (pow_ne_zero 2 hw0)
  have hyw : |x w + t * G w| = 1 := by
    have h1 : G w * (x w + t * G w) = |G w| := by linear_combination htw
    have h2 := congrArg abs h1
    rw [abs_mul, abs_abs] at h2
    exact mul_left_cancel₀ (abs_ne_zero.2 hw0) (h2.trans (mul_one _).symm)
  refine ⟨fun v => x v + t * G v, ?_, ?_, ?_⟩
  · intro v
    have hxv := abs_le.1 (hx v)
    by_cases hv : G v = 0
    · simpa [hv] using hx v
    have h1 : t * (G v) ^ 2 ≤ |G v| - G v * x v := by
      have h := hmin v (by simp [hv])
      rw [← ht] at h
      exact (le_div_iff₀ (by positivity)).1 h
    rcases lt_or_gt_of_ne hv with hneg | hpos
    · rw [abs_of_neg hneg] at h1
      have h2 : -(x v + t * G v) ≤ 1 :=
        le_of_mul_le_mul_left (by nlinarith) (neg_pos.2 hneg)
      have h3 := mul_nonneg ht0 (neg_pos.2 hneg).le
      exact abs_le.2 ⟨by linarith, by linarith⟩
    · rw [abs_of_pos hpos] at h1
      have h2 : x v + t * G v ≤ 1 := le_of_mul_le_mul_left (by nlinarith) hpos
      have h3 := mul_nonneg ht0 hpos.le
      exact abs_le.2 ⟨by linarith, h2⟩
  · simp only [add_smul, mul_smul, Finset.sum_add_distrib]
    rw [← Finset.smul_sum, hGs, smul_zero, add_zero]
  · apply Finset.card_lt_card
    refine (Finset.ssubset_iff_of_subset ?_).2 ⟨w, ?_, ?_⟩
    · intro v hv
      by_contra hn
      have h : |x v + t * G v| < 1 := (Finset.mem_filter.1 hv).2
      rw [hG0 v hn, mul_zero, add_zero] at h
      exact hn (Finset.mem_filter.2 ⟨Finset.mem_univ v, h⟩)
    · by_contra hn
      exact hw0 (hG0 w hn)
    · intro h
      exact absurd hyw (ne_of_lt (Finset.mem_filter.1 h).2)
```

Q: And "repeat" becomes an induction?

A: Yes, on a bound `n` for the number of fractional weights. If that number is already at most d, nothing needs doing. Otherwise `freeze_mode` lowers it by at least one, and the induction hypothesis handles the rest.

```lean
/-- Any weights between minus one and one can be replaced, at fixed total response, by weights
of which at most as many as the dimension are fractional. -/
theorem few_partial_modes [FiniteDimensional ℝ E] (b : ι → E) (x : ι → ℝ)
    (hx : ∀ v, |x v| ≤ 1) :
    ∃ y : ι → ℝ, (∀ v, |y v| ≤ 1) ∧ ∑ v, y v • b v = ∑ v, x v • b v ∧
      (partialModes y).card ≤ finrank ℝ E := by
  have key : ∀ n : ℕ, ∀ x : ι → ℝ, (∀ v, |x v| ≤ 1) → (partialModes x).card ≤ n →
      ∃ y : ι → ℝ, (∀ v, |y v| ≤ 1) ∧ ∑ v, y v • b v = ∑ v, x v • b v ∧
        (partialModes y).card ≤ finrank ℝ E := by
    intro n
    induction n with
    | zero => exact fun x hx hn => ⟨x, hx, rfl, by omega⟩
    | succ n ih =>
      intro x hx hn
      by_cases hd : (partialModes x).card ≤ finrank ℝ E
      · exact ⟨x, hx, rfl, hd⟩
      obtain ⟨y, hy, hs, hc⟩ := freeze_mode b x hx (by omega)
      obtain ⟨z, hz, hs', hc'⟩ := ih y hy (by omega)
      exact ⟨z, hz, hs'.trans hs, hc'⟩
  exact key _ x hx le_rfl
```

Rounding comes next. `hterm` bounds the error of each mode by `R` if its weight is fractional and by zero if it isn't. The final `calc` adds these bounds and uses the fact that at most d weights are fractional.

```lean
/-- The response to any weights between minus one and one is reproduced by pure signs, up to the
dimension times a bound `R` on the norms of the single-mode responses. -/
theorem exists_signs_near [FiniteDimensional ℝ E] (b : ι → E) {R : ℝ} (hR : 0 ≤ R)
    (hb : ∀ v, ‖b v‖ ≤ R) (x : ι → ℝ) (hx : ∀ v, |x v| ≤ 1) :
    ∃ s : ι → ℝ, IsSignChoice s ∧
      ‖∑ v, s v • b v - ∑ v, x v • b v‖ ≤ finrank ℝ E * R := by
  obtain ⟨y, hy, hs, hc⟩ := few_partial_modes b x hx
  -- round every weight to the nearer sign
  refine ⟨fun v => if 0 ≤ y v then 1 else -1, fun v => by
    by_cases h : 0 ≤ y v <;> simp [h], ?_⟩
  rw [← hs, ← Finset.sum_sub_distrib]
  have hterm : ∀ v, ‖(if 0 ≤ y v then (1 : ℝ) else -1) • b v - y v • b v‖ ≤
      if |y v| < 1 then R else 0 := by
    intro v
    have hyv := abs_le.1 (hy v)
    rw [← sub_smul, norm_smul, Real.norm_eq_abs]
    by_cases h : |y v| < 1
    · rw [if_pos h]
      have h1 : |(if 0 ≤ y v then (1 : ℝ) else -1) - y v| ≤ 1 := by
        split_ifs with h0
        · exact abs_le.2 ⟨by linarith, by linarith⟩
        · exact abs_le.2 ⟨by linarith, by linarith⟩
      simpa using mul_le_mul h1 (hb v) (norm_nonneg _) zero_le_one
    · rw [if_neg h]
      have h1 : |y v| = 1 := le_antisymm (hy v) (not_lt.1 h)
      have h2 : (if 0 ≤ y v then (1 : ℝ) else -1) - y v = 0 := by
        split_ifs with h0
        · rw [abs_of_nonneg h0] at h1
          linarith
        · rw [abs_of_neg (not_le.1 h0)] at h1
          linarith
      rw [h2, abs_zero, zero_mul]
  calc _ ≤ ∑ v, (if |y v| < 1 then R else 0) := norm_sum_le_of_le _ (fun v _ => hterm v)
    _ = (partialModes y).card * R := by
        rw [← Finset.sum_filter, Finset.sum_const, nsmul_eq_mul]
        rfl
    _ ≤ finrank ℝ E * R := mul_le_mul_of_nonneg_right (by exact_mod_cast hc) hR
```

Setting the target weights to zero and `R` to one gives the statement for vectors of norm at most one.

```lean
/-- For single-mode linear errors of norm at most one, some choice of signs makes the norm of
the total error at most the dimension of the observable space. -/
theorem exists_signs_norm_le_finrank [FiniteDimensional ℝ E] (b : ι → E)
    (hb : ∀ v, ‖b v‖ ≤ 1) :
    ∃ s : ι → ℝ, IsSignChoice s ∧ ‖∑ v, s v • b v‖ ≤ finrank ℝ E := by
  obtain ⟨s, hs, h⟩ := exists_signs_near b zero_le_one hb (fun _ => 0) (by simp)
  exact ⟨s, hs, by simpa using h⟩
```

Q: Is d an artefact of crude rounding? Perhaps a cleverer choice always does better.

A: Not for every norm. Measure d observables by the sum of the absolute values of their errors, the ℓ¹ norm, and let each of d modes couple to its own observable with strength one. Whatever the signs, every observable is off by exactly one, and the total is d. The theorem states both halves: the vectors have norm one, and every sign choice gives norm d. In Lean, `PiLp 1` is the space with this norm and `Pi.single v 1` is the unit vector. The proof identifies the signed sum with the vector `s` itself and adds up the absolute values of its entries. This example doesn't settle the best constant for other norms, such as the Euclidean one.

```lean
/-- In the `ℓ¹` norm on `d` observables, the `d` unit vectors have norm one and every choice
of signs gives a total error of norm exactly `d`. -/
theorem bound_sharp (d : ℕ) :
    (∀ v : Fin d, ‖(WithLp.toLp 1 (Pi.single v 1) : PiLp 1 (fun _ : Fin d => ℝ))‖ = 1) ∧
    ∀ s : Fin d → ℝ, IsSignChoice s →
      ‖∑ v, s v • (WithLp.toLp 1 (Pi.single v 1) : PiLp 1 (fun _ : Fin d => ℝ))‖ = d := by
  constructor
  · intro v
    rw [PiLp.norm_eq_of_L1]
    simp [Pi.single_apply, apply_ite]
  · intro s hs
    have h : ∑ v, s v • (WithLp.toLp 1 (Pi.single v 1) : PiLp 1 (fun _ : Fin d => ℝ)) =
        WithLp.toLp 1 s := by
      ext i
      simp [Pi.single_apply]
    have h1 : ∀ i, ‖s i‖ = 1 := fun i => by rcases hs i with h | h <;> simp [h]
    rw [h, PiLp.norm_eq_of_L1]
    simp [h1]
```

Q: I don't have an abstract norm. I have a list of band energies, and I want each one to be accurate.

A: Then use the largest absolute error in the list as the norm. The bound covers the linear errors of non-degenerate bands. A degenerate level can split, and its energies are in general not linear in the displacements. Let `c k v` be the contribution of mode v to observable k, with |c_kv| ≤ R for all k and v. One sign choice, the same for all observables, gives

|∑ s_v c_kv| ≤ (number of observables) × R for every k.

The proof applies `exists_signs_near` to the functions k ↦ c_kv. Their norm is at most `R` because every entry is, and each entry of the signed sum is at most its norm. The contributions must share a unit, or be divided by your tolerance for each observable first, since a single `R` bounds them all.

```lean
/-- For finitely many scalar observables with mode contributions bounded by `R`, one choice of
signs bounds every linear error by the number of observables times `R`. -/
theorem exists_signs_observables {κ : Type*} [Fintype κ] (c : κ → ι → ℝ) {R : ℝ}
    (hR : 0 ≤ R) (hc : ∀ k v, |c k v| ≤ R) :
    ∃ s : ι → ℝ, IsSignChoice s ∧ ∀ k, |∑ v, s v * c k v| ≤ Fintype.card κ * R := by
  obtain ⟨s, hs, h⟩ := exists_signs_near (fun v => (fun k => c k v : κ → ℝ)) hR
    (fun v => (pi_norm_le_iff_of_nonneg hR).2 (fun k => hc k v)) (fun _ => 0) (by simp)
  refine ⟨s, hs, fun k => ?_⟩
  have h1 := (norm_le_pi_norm _ k).trans h
  simpa [Finset.sum_apply] using h1


end

end SpecialDisplacementSigns
```

```lean
#print axioms SpecialDisplacementSigns.exists_signs_norm_le_finrank
-- 'SpecialDisplacementSigns.exists_signs_norm_le_finrank' depends on axioms: [propext, Classical.choice, Quot.sound]
#print axioms SpecialDisplacementSigns.bound_sharp
-- 'SpecialDisplacementSigns.bound_sharp' depends on axioms: [propext, Classical.choice, Quot.sound]
#print axioms SpecialDisplacementSigns.exists_signs_observables
-- 'SpecialDisplacementSigns.exists_signs_observables' depends on axioms: [propext, Classical.choice, Quot.sound]
```
